# The secular equation Hc = eSc and the positive semidefiniteness of H − eS at a constrained minimum

An electron in a molecule is commonly described by a trial orbital expanded in finitely many real basis functions φᵢ that are not orthogonal to each other, atomic orbitals on neighbouring nuclei for instance:

    ψ = Σᵢ cᵢ φᵢ

With Ĥ a Hermitian Hamiltonian operator that maps real functions to real functions (as it does without magnetic-field or spin–orbit terms), the matrix elements Hᵢⱼ = ⟨φᵢ|Ĥ|φⱼ⟩ and the overlaps Sᵢⱼ = ⟨φᵢ|φⱼ⟩ form two real symmetric matrices H and S. For the column vector c of real coefficients, ⟨ψ|Ĥ|ψ⟩ = cᵀHc and ⟨ψ|ψ⟩ = cᵀSc. If the φᵢ are linearly independent, S is positive definite: xᵀSx > 0 for every x ≠ 0. The linear variation method picks a c of lowest energy cᵀHc among all vectors with cᵀSc = 1, and the question is which equation this c obeys and what singles it out among the other solutions of that equation.

## The claim

Let H be real symmetric, S real symmetric and positive definite, and let c minimise xᵀHx among all x with xᵀSx = 1. Put e = cᵀHc. Then

    H c = e S c
    xᵀ(H − eS)x ≥ 0   for every x

The method of Lagrange multipliers suggests the first line. The function L(x) = xᵀHx − λ(xᵀSx − 1), with a real multiplier λ, has gradient 2(Hx − λSx); setting it to zero at c and multiplying by cᵀ gives λ = cᵀHc. The general multiplier rule applies to local extrema under smooth constraints whose gradients are linearly independent there. The argument below does not use it: for one quadratic constraint and a global minimum it obtains both lines directly. The first line is the secular equation of the linear variation method, here for a fixed Hamiltonian matrix, a finite real basis and a single state.

## Derivation by hand

Step 1, the bound for all vectors. A quadratic form scales as (tx)ᵀA(tx) = t² xᵀAx for any matrix A and real t. For x ≠ 0 the number xᵀSx is positive, and t = 1/√(xᵀSx) gives t² xᵀSx = 1. The vector tx satisfies the constraint, so minimality gives e ≤ t² xᵀHx. Multiplying by xᵀSx > 0,

    e xᵀSx ≤ t² (xᵀSx)(xᵀHx) = xᵀHx

For x = 0 both sides vanish. With A = H − eS this reads xᵀAx ≥ 0 for all x, and A is symmetric because H and S are.

Step 2, the null vector. At c the form vanishes:

    cᵀAc = cᵀHc − e cᵀSc = e − e = 0

Step 3, from a null vector of the form to a null vector of the matrix. For symmetric A one has cᵀAd = dᵀAc, so along a line through c with direction d

    (c + td)ᵀA(c + td) = cᵀAc + 2t dᵀAc + t² dᵀAd

Take d = g = Ac, write Q = gᵀAg ≥ 0, and step against g by the amount s = gᵀg/(Q + 1), that is t = −s. Since cᵀAc = 0 and gᵀAc = gᵀg = s(Q + 1),

    0 ≤ −2s²(Q + 1) + s²Q = −s²(Q + 2)

Because Q + 2 > 0 this forces s = 0, hence gᵀg = 0 and Ac = 0, which is Hc = eSc.

The converse takes two lines. Suppose cᵀSc = 1, Hc = eSc for some real e, and H − eS is positive semidefinite. Multiplying by cᵀ gives cᵀHc = e, and any x with xᵀSx = 1 has 0 ≤ xᵀHx − e. So c is a minimiser.

The bound of step 1, together with Hc = eSc, also locates e among the eigenvalues. If Hv = μSv with v ≠ 0 and μ real, then vᵀHv = μ vᵀSv, so e vᵀSv ≤ μ vᵀSv and e ≤ μ. The minimiser c is nonzero and solves the equation with μ = e, so e is the lowest such μ.

A minimiser exists as soon as the basis has one function. The quotient R(x) = xᵀHx / xᵀSx is continuous for x ≠ 0 and unchanged by rescaling. It attains a minimum at some u on the compact unit sphere ‖x‖ = 1. Choosing t with t² uᵀSu = 1, the vector tu is normalised with energy t² uᵀHu = R(u), and any normalised x has xᵀHx = R(x) = R(x/‖x‖) ≥ R(u).

For two equivalent orbitals, numbered 0 and 1, take on-site energy −1, coupling −1/2 and overlap 7/25, in arbitrary energy units. Then

    xᵀSx = x₀² + x₁² + (14/25) x₀x₁ = (18/25)(x₀² + x₁²) + (7/25)(x₀ + x₁)²
    xᵀHx = −x₀² − x₁² − x₀x₁

so S is positive definite. The bonding vector (5/8, 5/8) has xᵀSx = (25/64)(64/25) = 1 and energy −75/64, and

    xᵀHx + (75/64) xᵀSx = (11/64)(x₀ − x₁)² ≥ 0

makes it a minimiser. The antibonding vector (5/6, −5/6) has xᵀSx = (25/36)(36/25) = 1 and solves Hx = μSx with μ = (−1 + 1/2)/(1 − 7/25) = −25/36, which lies above −75/64.

## The formal development

The basis functions are labelled by a finite type `n`. A coefficient vector is a function `n → ℝ` and a matrix is a `Matrix n n ℝ`. The functions φᵢ and the operator Ĥ are not represented: H and S are given matrices, and their symmetry and positivity enter as hypotheses.

In Lean 4 with Mathlib:

```lean
import Mathlib

open Matrix

namespace SecularEquationLagrange

noncomputable section

variable {n : Type*} [Fintype n]
```

In the definition of the form, `A *ᵥ x` is the matrix–vector product Ax and `⬝ᵥ` the plain sum of products of components. Thus `quadForm H x` is the energy xᵀHx and `quadForm S x` the squared norm xᵀSx of the trial function.

```lean
/-- The quadratic form `xᵀ A x` of a real matrix in the coefficient vector `x`. -/
def quadForm (A : Matrix n n ℝ) (x : n → ℝ) : ℝ := x ⬝ᵥ A *ᵥ x
```

The hypothesis on c has two parts, the normalisation `hc.1` and the comparison `hc.2` with every normalised x. It describes a global minimum over the whole constraint surface; local minima and other stationary points are not the subject. If `n` is empty, every form is zero and no vector meets the normalisation.

```lean
/-- `c` is normalised in the overlap metric, `cᵀ S c = 1`, and its energy `cᵀ H c` is lowest
among all vectors normalised in this way. -/
def IsConstrainedMin (H S : Matrix n n ℝ) (c : n → ℝ) : Prop :=
  quadForm S c = 1 ∧ ∀ x, quadForm S x = 1 → quadForm H c ≤ quadForm H x
```

The scaling law of step 1 holds for any A. The `simp only` call pulls t out of each factor and `ring` collects t².

```lean
/-- Rescaling the coefficient vector by `t` multiplies the quadratic form by `t²`. -/
theorem quadForm_smul (A : Matrix n n ℝ) (t : ℝ) (x : n → ℝ) :
    quadForm A (t • x) = t ^ 2 * quadForm A x := by
  simp only [quadForm, mulVec_smul, smul_dotProduct, dotProduct_smul, smul_eq_mul]
  ring
```

In the line expansion of step 3, symmetry enters through `hsym`, the identity cᵀAd = dᵀAc. After the products are multiplied out, the two sides differ by t times this identity, which is what `linear_combination t * hsym` supplies.

```lean
/-- For symmetric `A` the quadratic form along the line `c + t d` is
`cᵀ A c + 2 t dᵀ A c + t² dᵀ A d`. -/
theorem quadForm_line {A : Matrix n n ℝ} (hA : A.IsSymm) (c d : n → ℝ) (t : ℝ) :
    quadForm A (c + t • d)
      = quadForm A c + 2 * t * (d ⬝ᵥ A *ᵥ c) + t ^ 2 * quadForm A d := by
  have hsym : c ⬝ᵥ A *ᵥ d = d ⬝ᵥ A *ᵥ c := by
    rw [dotProduct_mulVec, ← mulVec_transpose, hA.eq]
    exact dotProduct_comm _ _
  simp only [quadForm, mulVec_add, mulVec_smul, add_dotProduct, dotProduct_add,
    smul_dotProduct, dotProduct_smul, smul_eq_mul]
  linear_combination t * hsym
```

The next lemma records that (H − eS)x = Hx − eSx and that the form of H − eS is xᵀHx − e xᵀSx. It translates between statements about A and statements about H and S.

```lean
/-- The matrix `H - e S` sends `x` to `H x - e S x`, and its quadratic form is
`xᵀ H x - e xᵀ S x`. -/
theorem pencil_apply (H S : Matrix n n ℝ) (e : ℝ) (x : n → ℝ) :
    (H - e • S) *ᵥ x = H *ᵥ x - e • (S *ᵥ x) ∧
      quadForm (H - e • S) x = quadForm H x - e * quadForm S x := by
  have h0 : (e • S) *ᵥ x = e • (S *ᵥ x) := by
    exact Matrix.smul_mulVec _ _ _
  have h1 : (H - e • S) *ᵥ x = H *ᵥ x - e • (S *ᵥ x) := by
    rw [sub_mulVec, h0]
  refine ⟨h1, ?_⟩
  simp only [quadForm]
  rw [h1, dotProduct_sub, dotProduct_smul, smul_eq_mul]
```

Step 3 follows the derivation closely. The vector `g` is Ac, `hQ` is Q ≥ 0, and `s` is introduced through `hs`, the relation gᵀg = s(Q + 1). Nonnegativity at `c + (-s) • g`, rewritten with the line expansion, is the inequality 0 ≤ −2s²(Q + 1) + s²Q. Given the hint s²Q ≥ 0, `nlinarith` concludes s² ≤ 0, and `dotProduct_self_eq_zero` turns gᵀg = 0 into g = 0.

```lean
/-- If a symmetric matrix `A` has a nonnegative quadratic form that vanishes at `c`,
then `A c = 0`. -/
theorem mulVec_eq_zero_of_null {A : Matrix n n ℝ} (hA : A.IsSymm)
    (hpos : ∀ x, 0 ≤ quadForm A x) {c : n → ℝ} (hc : quadForm A c = 0) :
    A *ᵥ c = 0 := by
  obtain ⟨g, hg⟩ : ∃ g, g = A *ᵥ c := ⟨_, rfl⟩
  have hQ := hpos g
  have hne : quadForm A g + 1 ≠ 0 := by linarith
  obtain ⟨s, hs⟩ : ∃ s : ℝ, g ⬝ᵥ g = s * (quadForm A g + 1) :=
    ⟨g ⬝ᵥ g / (quadForm A g + 1), (div_mul_cancel₀ _ hne).symm⟩
  -- moving from `c` to `c - s g`, with `g = A c`, would make the form negative unless `s = 0`
  have h := hpos (c + (-s) • g)
  rw [quadForm_line hA, hc, ← hg, hs] at h
  have hs2 : s ^ 2 ≤ 0 := by nlinarith [mul_nonneg (sq_nonneg s) hQ]
  have hs0 : s = 0 := (pow_eq_zero_iff two_ne_zero).mp (le_antisymm hs2 (sq_nonneg s))
  rw [hs0, zero_mul] at hs
  rw [← hg]
  exact dotProduct_self_eq_zero.mp hs
```

Mathlib's `S.PosDef` means that S is Hermitian and has a strictly positive form on nonzero vectors. It is phrased with the complex conjugate `star x`, which over the reals is x itself (`star_trivial`), so that Hermitian means symmetric. The rescaling factor is the one used above, t = 1/√(xᵀSx).

```lean
/-- For a positive definite overlap matrix every nonzero vector has `xᵀ S x > 0` and can be
rescaled to a normalised one. -/
theorem exists_normalisation {S : Matrix n n ℝ} (hS : S.PosDef) {x : n → ℝ} (hx : x ≠ 0) :
    0 < quadForm S x ∧ ∃ t : ℝ, quadForm S (t • x) = 1 := by
  have h : 0 < star x ⬝ᵥ S *ᵥ x := by
    apply hS.dotProduct_mulVec_pos
    exact hx
  rw [star_trivial] at h
  have hp : 0 < quadForm S x := h
  refine ⟨hp, (Real.sqrt (quadForm S x))⁻¹, ?_⟩
  rw [quadForm_smul, inv_pow, Real.sq_sqrt hp.le]
  exact inv_mul_cancel₀ hp.ne'
```

The bound e xᵀSx ≤ xᵀHx splits into the cases x = 0 and x ≠ 0. The three lines of the `calc` block multiply e ≤ t² xᵀHx by xᵀSx, reorder the factors and insert t² xᵀSx = 1. Symmetry of H is not needed here.

```lean
/-- With `e = cᵀ H c` the constrained minimum and `S` positive definite, every vector obeys
`e xᵀ S x ≤ xᵀ H x`. -/
theorem rayleigh_bound {H S : Matrix n n ℝ} (hS : S.PosDef) {c : n → ℝ}
    (hc : IsConstrainedMin H S c) (x : n → ℝ) :
    quadForm H c * quadForm S x ≤ quadForm H x := by
  by_cases hx : x = 0
  · rw [hx]
    simp [quadForm]
  · -- compare `c` with the normalised multiple of `x`
    obtain ⟨hp, t, ht⟩ := exists_normalisation hS hx
    have h := hc.2 _ ht
    rw [quadForm_smul] at h ht
    calc quadForm H c * quadForm S x
        ≤ t ^ 2 * quadForm H x * quadForm S x := mul_le_mul_of_nonneg_right h hp.le
      _ = t ^ 2 * quadForm S x * quadForm H x := by ring
      _ = quadForm H x := by rw [ht, one_mul]
```

The main theorem reads: if H is symmetric (`hH`), S is positive definite (`hS`) and c is a constrained minimiser (`hc`), then Hc equals cᵀHc times Sc, and H − (cᵀHc)S is positive semidefinite. The multiplier has no name of its own; it appears as `quadForm H c`, so its value is part of the statement. `PosSemidef` contains both the symmetry of the matrix and the nonnegativity of its form. In the proof `hsym` is the symmetry of A, `hnn` is step 1, `hnull` is step 2 and `hz` is step 3. Symmetry of H matters for the first conclusion because the form xᵀHx depends only on the symmetric part of H. The theorem says nothing on whether c is unique, and −c is always a second minimiser. Complex matrices, infinite bases and several mutually orthogonal vectors are not covered.

```lean
/-- For symmetric `H` and positive definite `S`, a minimiser `c` of `cᵀ H c` under `cᵀ S c = 1`
satisfies `H c = e S c` with `e = cᵀ H c`, and `H - e S` is positive semidefinite. -/
theorem lagrange_conditions {H S : Matrix n n ℝ} (hH : H.IsSymm) (hS : S.PosDef)
    {c : n → ℝ} (hc : IsConstrainedMin H S c) :
    H *ᵥ c = quadForm H c • (S *ᵥ c) ∧ (H - quadForm H c • S).PosSemidef := by
  have hSs : Sᵀ = S := by
    have h : Sᴴ = S := hS.1
    rw [conjTranspose_eq_transpose_of_trivial] at h
    exact h
  have hsym : (H - quadForm H c • S).IsSymm := by
    show (H - quadForm H c • S)ᵀ = H - quadForm H c • S
    rw [transpose_sub, transpose_smul, hH.eq, hSs]
  -- the form of `H - e S` is nonnegative everywhere and vanishes at `c`
  have hnn : ∀ x, 0 ≤ quadForm (H - quadForm H c • S) x := by
    intro x
    rw [(pencil_apply H S _ x).2]
    linarith [rayleigh_bound hS hc x]
  have hnull : quadForm (H - quadForm H c • S) c = 0 := by
    rw [(pencil_apply H S _ c).2, hc.1]
    ring
  have hz := mulVec_eq_zero_of_null hsym hnn hnull
  rw [(pencil_apply H S _ c).1] at hz
  refine ⟨sub_eq_zero.mp hz, ?_⟩
  rw [posSemidef_iff_dotProduct_mulVec]
  constructor
  · show (H - quadForm H c • S)ᴴ = H - quadForm H c • S
    rw [conjTranspose_eq_transpose_of_trivial]
    exact hsym.eq
  · intro x
    rw [star_trivial]
    exact hnn x
```

In the converse e is an arbitrary real number, and its equality with cᵀHc is a conclusion. Neither symmetry of H nor positivity of S is assumed separately; the three hypotheses `hnorm`, `heq` and `hpsd` suffice. The fact that cᵀHc = e is `he`, and `h'` becomes 0 ≤ xᵀHx − e·1 once the normalisation of x is inserted.

```lean
/-- If `cᵀ S c = 1`, `H c = e S c` and `H - e S` is positive semidefinite, then
`cᵀ H c = e` and `c` is a constrained minimiser. -/
theorem isConstrainedMin_of_lagrange {H S : Matrix n n ℝ} {c : n → ℝ} {e : ℝ}
    (hnorm : quadForm S c = 1) (heq : H *ᵥ c = e • (S *ᵥ c))
    (hpsd : (H - e • S).PosSemidef) :
    quadForm H c = e ∧ IsConstrainedMin H S c := by
  have he : quadForm H c = e * quadForm S c := by
    simp only [quadForm]
    rw [heq, dotProduct_smul, smul_eq_mul]
  rw [hnorm, mul_one] at he
  refine ⟨he, hnorm, ?_⟩
  intro x hx
  have h : 0 ≤ star x ⬝ᵥ (H - e • S) *ᵥ x := by
    apply hpsd.dotProduct_mulVec_nonneg
  rw [star_trivial] at h
  have h' : 0 ≤ quadForm (H - e • S) x := h
  rw [(pencil_apply H S e x).2, hx] at h'
  linarith
```

The eigenvalue bound again assumes that S is positive definite (`hS`). The proof applies `rayleigh_bound` to v, substitutes vᵀHv = μ vᵀSv (`h2`) and cancels the positive factor vᵀSv. The vector v need not be normalised, and μ is real by its type.

```lean
/-- The constrained minimum `cᵀ H c` does not exceed any `μ` for which `H v = μ S v` has a
nonzero solution `v`. -/
theorem min_le_eigenvalue {H S : Matrix n n ℝ} (hS : S.PosDef) {c : n → ℝ}
    (hc : IsConstrainedMin H S c) {v : n → ℝ} (hv : v ≠ 0) {μ : ℝ}
    (heq : H *ᵥ v = μ • (S *ᵥ v)) : quadForm H c ≤ μ := by
  have h1 := rayleigh_bound hS hc v
  have h2 : quadForm H v = μ * quadForm S v := by
    simp only [quadForm]
    rw [heq, dotProduct_smul, smul_eq_mul]
  rw [h2] at h1
  exact le_of_mul_le_mul_right h1 (exists_normalisation hS hv).1
```

The existence theorem assumes `[Nonempty n]` and a positive definite S, and holds for any real H. The norm that Mathlib puts on `n → ℝ` is the largest absolute value of a component, so `Metric.sphere (0 : n → ℝ) 1` is the surface of a cube; for a single basis function it is the two points ±1. The argument uses only that this set is compact, nonempty, free of the origin and met by every ray. Continuity of R there is `hf`, and `exists_isMinOn` yields `u`. For a normalised x, `hmem` places x/‖x‖ on the sphere, the factors ‖x‖⁻² cancel in `h`, and `e1` is t² uᵀHu = R(u).

```lean
/-- In a nonempty finite basis with positive definite overlap a constrained minimiser
exists. -/
theorem exists_isConstrainedMin [Nonempty n] (H : Matrix n n ℝ) {S : Matrix n n ℝ}
    (hS : S.PosDef) : ∃ c, IsConstrainedMin H S c := by
  have hcont : ∀ A : Matrix n n ℝ, Continuous (quadForm A) := by
    intro A
    exact continuous_id.dotProduct (continuous_const.matrix_mulVec continuous_id)
  have hne : ∀ x ∈ Metric.sphere (0 : n → ℝ) 1, x ≠ 0 := by
    intro x hx h0
    rw [h0] at hx
    simp at hx
  have hK : (Metric.sphere (0 : n → ℝ) 1).Nonempty := by
    exact NormedSpace.sphere_nonempty.mpr zero_le_one
  have hf : ContinuousOn (fun x : n → ℝ => quadForm H x / quadForm S x)
      (Metric.sphere (0 : n → ℝ) 1) :=
    (hcont H).continuousOn.div (hcont S).continuousOn
      (fun x hx => (exists_normalisation hS (hne x hx)).1.ne')
  -- the Rayleigh quotient attains its minimum on the compact unit sphere
  obtain ⟨u, hu, hmin⟩ := (isCompact_sphere (0 : n → ℝ) 1).exists_isMinOn hK hf
  obtain ⟨hp, t, ht⟩ := exists_normalisation hS (hne u hu)
  refine ⟨t • u, ht, ?_⟩
  intro x hx
  have hx0 : x ≠ 0 := by
    intro h0
    rw [h0] at hx
    simp [quadForm] at hx
  have hn : ‖x‖ ≠ 0 := norm_ne_zero_iff.mpr hx0
  have hr : ‖x‖⁻¹ ≠ 0 := inv_ne_zero hn
  have hmem : ‖x‖⁻¹ • x ∈ Metric.sphere (0 : n → ℝ) 1 := by
    rw [mem_sphere_zero_iff_norm, norm_smul, norm_inv, norm_norm]
    exact inv_mul_cancel₀ hn
  have h : quadForm H u / quadForm S u
      ≤ quadForm H (‖x‖⁻¹ • x) / quadForm S (‖x‖⁻¹ • x) := isMinOn_iff.mp hmin _ hmem
  rw [quadForm_smul, quadForm_smul, hx, mul_one,
    mul_div_cancel_left₀ _ (pow_ne_zero 2 hr)] at h
  rw [quadForm_smul] at ht
  have e1 : t ^ 2 * quadForm H u = quadForm H u / quadForm S u := by
    rw [eq_div_iff hp.ne']
    linear_combination quadForm H u * ht
  rw [quadForm_smul, e1]
  exact h
```

The two-orbital matrices are indexed by `Fin 2`, with components `x 0` and `x 1` for x₀ and x₁.

```lean
/-- Two-orbital Hamiltonian with on-site energy `-1` and coupling `-1/2`. -/
def dimerH : Matrix (Fin 2) (Fin 2) ℝ := !![-1, -(1 / 2); -(1 / 2), -1]

/-- Two-orbital overlap matrix with off-diagonal overlap `7/25`. -/
def dimerS : Matrix (Fin 2) (Fin 2) ℝ := !![1, 7 / 25; 7 / 25, 1]
```

The next theorem verifies all three hypotheses of `lagrange_conditions` for this model with c = (5/8, 5/8), and gives the energy −75/64. The identities `hS` and `hH` are the explicit forms written above. For positivity of S, the assumption xᵀSx ≤ 0 together with the squares x₀², x₁² and (x₀ + x₁)² gives x₀ = x₁ = 0, matching the decomposition with weights 18/25 and 7/25. For minimality, the hint `sq_nonneg (x 0 - x 1)` is the excess energy (11/64)(x₀ − x₁)².

```lean
/-- In the two-orbital model `H` is symmetric, `S` is positive definite, and `(5/8, 5/8)` is a
constrained minimiser with energy `-75/64`. -/
theorem lagrange_conditions_witness :
    dimerH.IsSymm ∧ dimerS.PosDef ∧ IsConstrainedMin dimerH dimerS ![5 / 8, 5 / 8] ∧
      quadForm dimerH ![5 / 8, 5 / 8] = -(75 / 64) := by
  have hq : ∀ (A : Matrix (Fin 2) (Fin 2) ℝ) (x : Fin 2 → ℝ), quadForm A x
      = x 0 * (A 0 0 * x 0 + A 0 1 * x 1) + x 1 * (A 1 0 * x 0 + A 1 1 * x 1) := by
    intro A x
    simp [quadForm, mulVec, dotProduct, Fin.sum_univ_two]
  have hS : ∀ x : Fin 2 → ℝ,
      quadForm dimerS x = x 0 ^ 2 + x 1 ^ 2 + 14 / 25 * (x 0 * x 1) := by
    intro x
    rw [hq]
    simp [dimerS]
    ring
  have hH : ∀ x : Fin 2 → ℝ,
      quadForm dimerH x = -(x 0 ^ 2) - x 1 ^ 2 - x 0 * x 1 := by
    intro x
    rw [hq]
    simp [dimerH]
    ring
  have hN : quadForm dimerS ![5 / 8, 5 / 8] = 1 := by
    rw [hS]
    simp
    norm_num
  have hE : quadForm dimerH ![5 / 8, 5 / 8] = -(75 / 64) := by
    rw [hH]
    simp
    norm_num
  refine ⟨?_, ?_, ⟨hN, ?_⟩, hE⟩
  · show dimerHᵀ = dimerH
    ext i j
    fin_cases i <;> fin_cases j <;> simp [dimerH, transpose_apply]
  · rw [posDef_iff_dotProduct_mulVec]
    constructor
    · show dimerSᴴ = dimerS
      rw [conjTranspose_eq_transpose_of_trivial]
      ext i j
      fin_cases i <;> fin_cases j <;> simp [dimerS, transpose_apply]
    · intro x hx
      rw [star_trivial]
      have hp : 0 < quadForm dimerS x := by
        rw [hS]
        by_contra hcon
        have hle := not_lt.mp hcon
        have a0 : x 0 ^ 2 ≤ 0 := by
          nlinarith [sq_nonneg (x 0 + x 1), sq_nonneg (x 0), sq_nonneg (x 1)]
        have a1 : x 1 ^ 2 ≤ 0 := by
          nlinarith [sq_nonneg (x 0 + x 1), sq_nonneg (x 0), sq_nonneg (x 1)]
        have h0 : x 0 = 0 := (pow_eq_zero_iff two_ne_zero).mp (le_antisymm a0 (sq_nonneg _))
        have h1 : x 1 = 0 := (pow_eq_zero_iff two_ne_zero).mp (le_antisymm a1 (sq_nonneg _))
        apply hx
        ext i
        fin_cases i
        · simpa using h0
        · simpa using h1
      exact hp
  · -- on the constraint surface the excess energy is `11/64 (x₀ - x₁)²`
    intro x hx
    rw [hE, hH]
    rw [hS] at hx
    nlinarith [sq_nonneg (x 0 - x 1)]
```

The antibonding vector (5/6, −5/6) satisfies `hnorm` and `heq` of the converse with e = −25/36, yet it is not a minimiser: comparison with (5/8, 5/8) would require −25/36 ≤ −75/64, which `norm_num` refutes. Normalisation and the secular equation alone therefore do not imply minimality, and `hpsd` is the hypothesis that separates the two solutions.

```lean
/-- In the two-orbital model `(5/6, -5/6)` is normalised and solves `H c = e S c` with
`e = -25/36`, but it is not a constrained minimiser. -/
theorem stationary_not_min :
    quadForm dimerS ![5 / 6, -(5 / 6)] = 1 ∧
      dimerH *ᵥ ![5 / 6, -(5 / 6)] = (-(25 / 36) : ℝ) • (dimerS *ᵥ ![5 / 6, -(5 / 6)]) ∧
      ¬ IsConstrainedMin dimerH dimerS ![5 / 6, -(5 / 6)] := by
  have hN : quadForm dimerS ![5 / 6, -(5 / 6)] = 1 := by
    simp [quadForm, dimerS, mulVec, dotProduct, Fin.sum_univ_two]
    norm_num
  have heq : dimerH *ᵥ ![5 / 6, -(5 / 6)]
      = (-(25 / 36) : ℝ) • (dimerS *ᵥ ![5 / 6, -(5 / 6)]) := by
    ext i
    fin_cases i <;> simp [dimerH, dimerS, mulVec, dotProduct, Fin.sum_univ_two] <;> norm_num
  refine ⟨hN, heq, ?_⟩
  intro hc
  have hE : quadForm dimerH ![5 / 6, -(5 / 6)]
      = -(25 / 36) * quadForm dimerS ![5 / 6, -(5 / 6)] := by
    simp only [quadForm]
    rw [heq, dotProduct_smul, smul_eq_mul]
  -- the vector `(5/8, 5/8)` is normalised and lies lower
  have h := hc.2 _ lagrange_conditions_witness.2.2.1.1
  rw [hE, hN, lagrange_conditions_witness.2.2.2] at h
  norm_num at h

end

end SecularEquationLagrange
```

```lean
#print axioms SecularEquationLagrange.lagrange_conditions
#print axioms SecularEquationLagrange.isConstrainedMin_of_lagrange
#print axioms SecularEquationLagrange.exists_isConstrainedMin
#print axioms SecularEquationLagrange.stationary_not_min
```

```
'SecularEquationLagrange.lagrange_conditions' depends on axioms: [propext, Classical.choice, Quot.sound]
'SecularEquationLagrange.isConstrainedMin_of_lagrange' depends on axioms: [propext, Classical.choice, Quot.sound]
'SecularEquationLagrange.exists_isConstrainedMin' depends on axioms: [propext, Classical.choice, Quot.sound]
'SecularEquationLagrange.stationary_not_min' depends on axioms: [propext, Classical.choice, Quot.sound]
```

## In a calculation

The following describes numerical practice, which the theorems above do not address. With a basis small enough to store H and S as full matrices, a program can solve Hc = eSc as a generalised symmetric eigenproblem instead of minimising over the constraint surface directly. One common dense method factorises S = LLᵀ with L lower triangular (Cholesky), diagonalises the symmetric matrix L⁻¹HL⁻ᵀ, and recovers c = L⁻ᵀy from each unit eigenvector y, so that cᵀSc = yᵀy = 1. The call `scipy.linalg.eigh(H, S)` returns the eigenvalues in ascending order with eigenvectors normalised in this way, and it raises an error if the Cholesky factorisation of S breaks down. With a nearly linearly dependent basis S has very small eigenvalues, and electronic-structure codes then often remove the corresponding combinations before solving.

Iterative eigensolvers commonly monitor the residual r = Hc − eSc with e = cᵀHc for the current normalised c. It is formed like the vector g of step 3, but e is now the energy of the current c and need not be the minimum. A vanishing residual shows only that c is some solution of the secular equation, as the antibonding vector illustrates. In self-consistent field theory the equation has the same shape, but the matrix in the place of H depends on the occupied orbitals, so the result describes the lowest solution at one iteration with that matrix held fixed, not the self-consistent minimum.
